# At a simple root of det(H − zS), left and right eigenvectors have non-zero overlap

A non-Hermitian Hamiltonian, for instance one with a complex absorbing potential, has left and right eigenvectors that in general differ. In a non-orthogonal basis with overlap matrix $S$, a left vector $d$ and a right vector $c$ of the same level are often scaled so that $d^\dagger S c = 1$ before they are used for expectation values or projectors. This means dividing by $d^\dagger S c$, which for a non-Hermitian problem can be zero even though neither vector is. If the level is a simple root of the secular polynomial, the divisor is not zero, although it may be small.

Let $H$ be the Hamiltonian matrix, $S$ the overlap matrix and $p(z)=\det(H-zS)$. Suppose that $c\neq0$ and $d\neq0$ satisfy

$$Hc=e\,Sc,\qquad d^\dagger H=e\,d^\dagger S,$$

and that $e$ is a root of $p$ of multiplicity one. Then $d^\dagger Sc\neq0$.

## Finite square matrices without any symmetry

```lean
import Mathlib

open Matrix

namespace SimplePencilLevel

noncomputable section

variable {n : Type*} [Fintype n] [DecidableEq n]
```

The index type `n` labels a finite set of basis functions. Neither Hermiticity of $H$ nor positivity or invertibility of $S$ is assumed. The step from a physical operator to these matrices, including whether a root $e$ represents a true resonance, lies beyond the hypotheses.

```lean
/-- The secular polynomial `det (H - z S)` of the pencil, as a polynomial in `z`. -/
def secularPoly (H S : Matrix n n ℂ) : Polynomial ℂ :=
  (Matrix.of fun i j =>
    Polynomial.C (H i j) - Polynomial.X * Polynomial.C (S i j)).det
```

`secularPoly` is a determinant whose entries are polynomials in $z$, so the multiplicity of a root has its usual algebraic meaning.

The theorems allow a singular $S$. If $S$ holds the inner products of the basis functions, however, it is singular only when the basis is linearly dependent. A redundant combination $x$ then gives $Hx=0$ and $Sx=0$ together, $p$ vanishes identically, and no level is simple until the redundancy is removed. Lean agrees, since it assigns every root of the zero polynomial the multiplicity $0$.

## Two non-zero vectors at the same level

```lean
/-- A right state of the pencil at level `e`: a non-zero `c` with `H c = e S c`. -/
def IsRightState (H S : Matrix n n ℂ) (e : ℂ) (c : n → ℂ) : Prop :=
  c ≠ 0 ∧ H *ᵥ c = e • (S *ᵥ c)

/-- A left state of the pencil at level `e`: a non-zero `d` with `d^H H = e d^H S`. -/
def IsLeftState (H S : Matrix n n ℂ) (e : ℂ) (d : n → ℂ) : Prop :=
  d ≠ 0 ∧ star d ᵥ* H = e • (star d ᵥ* S)
```

"State" here means an eigenvector of the pencil $H-zS$, with no normalisation. In Lean, `*ᵥ` is matrix times column, `ᵥ*` is row times matrix, and `star d ⬝ᵥ (S *ᵥ c)` is $d^\dagger Sc$. The left equation contains $e$ itself and not its conjugate. If $H$ and $S$ are complex symmetric, transposing the right equation shows that $d=\bar c$ is a left state, and the overlap becomes $c^{T}Sc$.

A zero vector would solve either equation and make the overlap zero. The shared level matters too: for $H=\mathrm{diag}(1,2)$ and $S=1$, the left vector $(1,0)$ at level $1$ and the right vector $(0,1)$ at level $2$ have overlap zero.

## The right equation gives the slope of the secular polynomial

Write $A(z)=H-zS$. The right equation gives

$$A(z)c=Hc-z\,Sc=(e-z)\,Sc .$$

```lean
omit [DecidableEq n] in
/-- If `H c = e S c`, then `(H - z S) c = (e - z) S c` for every `z`. -/
theorem pencil_mulVec {H S : Matrix n n ℂ} {e : ℂ} {c : n → ℂ}
    (hc : H *ᵥ c = e • (S *ᵥ c)) (z : ℂ) :
    (H - z • S) *ᵥ c = (e - z) • (S *ᵥ c) := by
  rw [Matrix.sub_mulVec, Matrix.smul_mulVec, hc, sub_smul]
```

Now replace column $j$ of $A(z)$ by $A(z)c=\sum_k c_k a_k(z)$, where $a_k$ are the columns. In the determinant, each term with $k\neq j$ has a repeated column and vanishes, which leaves $c_j\,p(z)$. With $D_j(z)$ denoting the determinant of $A(z)$ after column $j$ is replaced by $Sc$, this is Cramer's rule in the form

$$c_j\,p(z)=(e-z)\,D_j(z).$$

Differentiation gives $c_j\,p'(z)=-D_j(z)+(e-z)D_j'(z)$, and at $z=e$

$$c_j\,p'(e)=-D_j(e).$$

```lean
/-- If `H c = e S c`, the slope of the secular polynomial at `e`, times the component `c j`,
is minus the determinant of `H - e S` with column `j` replaced by `S c`. -/
theorem slope_mul_component {H S : Matrix n n ℂ} {e : ℂ} {c : n → ℂ}
    (hc : H *ᵥ c = e • (S *ᵥ c)) (j : n) :
    c j * (secularPoly H S).derivative.eval e =
      -((H - e • S).updateCol j (S *ᵥ c)).det := by
  -- the determinant with replaced column, as a polynomial in `z`
  obtain ⟨q, hq⟩ : ∃ q : Polynomial ℂ, ∀ z,
      q.eval z = ((H - z • S).updateCol j (S *ᵥ c)).det := by
    refine ⟨((Matrix.of fun i k =>
      Polynomial.C (H i k) - Polynomial.X * Polynomial.C (S i k)).updateCol j
        (fun i => Polynomial.C ((S *ᵥ c) i))).det, fun z => ?_⟩
    refine ((Polynomial.evalRingHom z).map_det _).trans ?_
    congr 1
    ext i k
    by_cases hk : k = j <;> simp [hk]
    exact mul_comm _ _
  have hp : ∀ z, (secularPoly H S).eval z = (H - z • S).det := by
    intro z
    refine ((Polynomial.evalRingHom z).map_det _).trans ?_
    congr 1
    ext i k
    simp
    exact mul_comm _ _
  -- Cramer's rule extracts the factor `e - z`
  have hfac : Polynomial.C (c j) * secularPoly H S =
      (Polynomial.C e - Polynomial.X) * q := by
    apply Polynomial.funext
    intro z
    simp only [Polynomial.eval_mul, Polynomial.eval_sub, Polynomial.eval_C,
      Polynomial.eval_X, hp, hq]
    rw [← Matrix.det_updateCol_smul, ← pencil_mulVec hc z, ← Matrix.cramer_apply,
      Matrix.cramer_eq_adjugate_mulVec, Matrix.mulVec_mulVec, Matrix.adjugate_mul,
      Matrix.smul_mulVec, Matrix.one_mulVec, Pi.smul_apply, smul_eq_mul, mul_comm]
  have h := congrArg (fun r => (Polynomial.derivative r).eval e) hfac
  simp only [Polynomial.derivative_mul, Polynomial.derivative_C, Polynomial.derivative_sub,
    Polynomial.derivative_X, Polynomial.eval_add, Polynomial.eval_mul, Polynomial.eval_sub,
    Polynomial.eval_C, Polynomial.eval_X, Polynomial.eval_zero, Polynomial.eval_one] at h
  rw [← hq e]
  linear_combination h
```

In Lean, `q` is $D_j$ as a polynomial, `hfac` is the factorised identity, and `h` is its derivative at $e$. Mathlib's `cramer` and `adjugate` supply the column argument.

The device that joins matrices to polynomials here is `Polynomial.funext`: two polynomials are equal if their values agree at every point. It reduces `hfac` to an identity between complex numbers for each fixed $z$, where the matrix lemmas apply, and returns an identity of polynomials that can be differentiated formally, without limits. For polynomials of arbitrary degree this requires an infinite field, such as the complex numbers. Over the field with two elements, $X^2-X$ vanishes everywhere and is not the zero polynomial.

## Simplicity of the root

Physically, a simple root is a level that coincides with no other, neither as an ordinary degeneracy nor as the coalescence of two states at an exceptional point. Since $A(e)c=0$ with $c\neq0$, we have $p(e)=0$. The root is therefore simple exactly when $p'(e)\neq0$. Choosing $j$ with $c_j\neq0$, which is possible because $c\neq0$, turns this into $D_j(e)\neq0$.

```lean
/-- For a right state `c` with `c j ≠ 0`, the level `e` is a simple root of the secular polynomial
exactly when `H - e S`, with column `j` replaced by `S c`, has non-zero determinant. -/
theorem simple_iff_det_ne_zero {H S : Matrix n n ℂ} {e : ℂ} {c : n → ℂ}
    (hc : IsRightState H S e c) {j : n} (hj : c j ≠ 0) :
    (secularPoly H S).rootMultiplicity e = 1 ↔
      ((H - e • S).updateCol j (S *ᵥ c)).det ≠ 0 := by
  have hslope := slope_mul_component hc.2 j
  have hroot : (secularPoly H S).IsRoot e := by
    refine ((Polynomial.evalRingHom e).map_det _).trans ?_
    apply Matrix.exists_mulVec_eq_zero_iff.mp
    refine ⟨c, hc.1, ?_⟩
    have hM : (Polynomial.evalRingHom e).mapMatrix (Matrix.of fun i k =>
        Polynomial.C (H i k) - Polynomial.X * Polynomial.C (S i k)) = H - e • S := by
      ext i k
      simp
      exact mul_comm _ _
    rw [hM, pencil_mulVec hc.2, sub_self, zero_smul]
  rw [← neg_ne_zero, ← hslope, mul_ne_zero_iff, and_iff_right hj]
  by_cases hp : secularPoly H S = 0
  · simp [hp]
  have h1 : 0 < (secularPoly H S).rootMultiplicity e :=
    (Polynomial.rootMultiplicity_pos hp).mpr hroot
  have h2 : 1 < (secularPoly H S).rootMultiplicity e ↔
      (secularPoly H S).IsRoot e ∧ (secularPoly H S).derivative.IsRoot e :=
    Polynomial.one_lt_rootMultiplicity_iff_isRoot hp
  constructor
  · intro hm hd
    have := h2.mpr ⟨hroot, hd⟩
    omega
  · intro hd
    by_contra hm
    exact hd (h2.mp (by omega)).2
```

Here `hroot` is $p(e)=0$. The case $p=0$ is treated separately, and otherwise Mathlib's criterion applies that a multiplicity above one means a common root of $p$ and $p'$.

Without simplicity the overlap may vanish even for Hermitian matrices. With $H=e\,1$ for real $e$ and $S=1$ in two dimensions, $c=(1,0)$ and $d=(0,1)$ are valid choices with overlap zero.

## The left equation makes a vanishing overlap impossible

Let $B$ be $A(e)$ with column $j$ replaced by $Sc$, so that $\det B=D_j(e)$. The left equation says $d^\dagger A(e)=0$. Hence $d^\dagger$ annihilates every column of $B$ except the new one:

$$d^\dagger B=(0,\dots,0,\;d^\dagger Sc\;,0,\dots,0),$$

with the entry in position $j$.

```lean
/-- If the row vector `u` annihilates `A`, then after column `j` of `A` is replaced by `b`
only the entry `u · b` in position `j` survives. -/
theorem vecMul_updateCol {A : Matrix n n ℂ} {u : n → ℂ} (hA : u ᵥ* A = 0)
    (j : n) (b : n → ℂ) : u ᵥ* A.updateCol j b = Pi.single j (u ⬝ᵥ b) := by
  funext k
  by_cases hk : k = j
  · subst hk
    simp [Matrix.vecMul, dotProduct]
  · simpa [Matrix.vecMul, dotProduct, Matrix.updateCol_apply, hk, Pi.single_apply]
      using congrFun hA k
```

A companion lemma concerns columns acting to the right: if $v_j=0$, then column $j$ never contributes, and $Bv=A(e)v$. It is needed for the criterion further down.

```lean
/-- Replacing column `j` of a matrix does not change its action on vectors with `v j = 0`. -/
theorem updateCol_mulVec (A : Matrix n n ℂ) (b : n → ℂ) {v : n → ℂ} {j : n}
    (hv : v j = 0) : A.updateCol j b *ᵥ v = A *ᵥ v := by
  funext i
  simp only [Matrix.mulVec, dotProduct]
  refine Finset.sum_congr rfl fun k _ => ?_
  by_cases hk : k = j
  · rw [hk, hv, mul_zero, mul_zero]
  · rw [Matrix.updateCol_ne hk]
```

If $d^\dagger Sc$ were zero, then $d^\dagger B=0$ with $d\neq0$, so $\det B=0$. This contradicts $D_j(e)\neq0$.

```lean
/-- At a simple root `e` of `det (H - z S)`, any left state `d` and right state `c`
have non-zero overlap `d^H S c`. -/
theorem overlap_ne_zero {H S : Matrix n n ℂ} {e : ℂ} {c d : n → ℂ}
    (hc : IsRightState H S e c) (hd : IsLeftState H S e d)
    (hs : (secularPoly H S).rootMultiplicity e = 1) : star d ⬝ᵥ (S *ᵥ c) ≠ 0 := by
  obtain ⟨j, hj⟩ : ∃ j, c j ≠ 0 := Function.ne_iff.mp hc.1
  intro h0
  have hA : star d ᵥ* (H - e • S) = 0 := by
    rw [Matrix.vecMul_sub, Matrix.vecMul_smul, hd.2, sub_self]
  -- a vanishing overlap would make `d` a left null vector of the replaced matrix
  apply (simple_iff_det_ne_zero hc hj).mp hs
  apply Matrix.exists_vecMul_eq_zero_iff.mp
  exact ⟨star d, star_ne_zero.mpr hd.1, by rw [vecMul_updateCol hA, h0, Pi.single_zero]⟩
```

The proof is this argument: `hA` is $d^\dagger A(e)=0$, `h0` is the supposed vanishing overlap, and `exists_vecMul_eq_zero_iff` converts a non-zero left null vector into a zero determinant.

The theorem gives no lower bound on the overlap. For $S=1$ and $H=\begin{pmatrix}e&1\\0&e+\delta\end{pmatrix}$ with real $\delta\neq0$, the level $e$ has $c=(1,0)$ and $d=(-\delta,1)$. With both vectors scaled to unit length the overlap has modulus $|\delta|/\sqrt{1+\delta^2}$, which becomes small as the two levels approach each other.

## What simplicity amounts to in terms of eigenvectors

Given a left and a right state at $e$, simplicity is equivalent to two conditions together: every solution of $Hx=e\,Sx$ is a multiple of $c$, and $d^\dagger Sc\neq0$.

Suppose first that $e$ is simple, and let $x$ be a solution. The vector $y=x-(x_j/c_j)c$ has $y_j=0$ and $A(e)y=0$, so $By=0$. Since $\det B\neq0$, $y=0$ and $x=(x_j/c_j)c$. The overlap is non-zero by the previous result.

Conversely, assume both conditions and let $Bv=0$. Multiplication by $d^\dagger$ gives $(d^\dagger Sc)\,v_j=0$, so $v_j=0$. Then $A(e)v=Bv=0$, and $v=tc$ for some number $t$. From $tc_j=v_j=0$ follows $t=0$, hence $v=0$. Thus $B$ has no non-zero null vector, $\det B\neq0$, and $e$ is simple.

```lean
/-- Given a left state `d` and a right state `c` at `e`, the level is a simple root of the secular
polynomial exactly when all solutions of `H x = e S x` are multiples of `c` and `d^H S c ≠ 0`. -/
theorem simple_iff {H S : Matrix n n ℂ} {e : ℂ} {c d : n → ℂ}
    (hc : IsRightState H S e c) (hd : IsLeftState H S e d) :
    (secularPoly H S).rootMultiplicity e = 1 ↔
      (∀ x, H *ᵥ x = e • (S *ᵥ x) → ∃ t : ℂ, x = t • c) ∧ star d ⬝ᵥ (S *ᵥ c) ≠ 0 := by
  obtain ⟨j, hj⟩ : ∃ j, c j ≠ 0 := Function.ne_iff.mp hc.1
  constructor
  · intro hs
    refine ⟨fun x hx => ⟨x j / c j, ?_⟩, overlap_ne_zero hc hd hs⟩
    by_contra hne
    -- a second solution, with its component `j` removed, is a null vector
    apply (simple_iff_det_ne_zero hc hj).mp hs
    apply Matrix.exists_mulVec_eq_zero_iff.mp
    refine ⟨x - (x j / c j) • c, sub_ne_zero.mpr hne, ?_⟩
    rw [updateCol_mulVec _ _ (by simp [hj]), Matrix.mulVec_sub, Matrix.mulVec_smul,
      pencil_mulVec hx, pencil_mulVec hc.2]
    simp
  · rintro ⟨hdim, hov⟩
    rw [simple_iff_det_ne_zero hc hj]
    intro hdet
    obtain ⟨v, hv0, hv⟩ := Matrix.exists_mulVec_eq_zero_iff.mpr hdet
    have hA : star d ᵥ* (H - e • S) = 0 := by
      rw [Matrix.vecMul_sub, Matrix.vecMul_smul, hd.2, sub_self]
    -- projecting on `d` shows that the null vector has no component `j`
    have hvj : v j = 0 := by
      have h := congrArg (fun w => star d ⬝ᵥ w) hv
      simp only [Matrix.dotProduct_mulVec, vecMul_updateCol hA, single_dotProduct,
        dotProduct_zero] at h
      rw [← Matrix.dotProduct_mulVec] at h
      exact (mul_eq_zero.mp h).resolve_left hov
    rw [updateCol_mulVec _ _ hvj, Matrix.sub_mulVec, Matrix.smul_mulVec, sub_eq_zero] at hv
    obtain ⟨t, rfl⟩ := hdim v hv
    have ht : t = 0 := (mul_eq_zero.mp hvj).resolve_right hj
    exact hv0 (by rw [ht, zero_smul])
```

In the second half of the proof, `hov` is the non-zero overlap and yields `hvj`, the statement $v_j=0$. The condition on the solutions, `hdim`, then supplies $t$.

Multiplying the right equation by $d^\dagger$ gives $d^\dagger Hc=e\,d^\dagger Sc$. At a simple level one may divide, which expresses the level as a two-sided Rayleigh quotient with no normalisation required.

```lean
/-- A simple level equals the two-sided Rayleigh quotient `d^H H c / d^H S c` of its left
and right states. -/
theorem level_eq_rayleigh {H S : Matrix n n ℂ} {e : ℂ} {c d : n → ℂ}
    (hc : IsRightState H S e c) (hd : IsLeftState H S e d)
    (hs : (secularPoly H S).rootMultiplicity e = 1) :
    e = (star d ⬝ᵥ (H *ᵥ c)) / (star d ⬝ᵥ (S *ᵥ c)) := by
  rw [eq_div_iff (overlap_ne_zero hc hd hs), hc.2, dotProduct_smul, smul_eq_mul]
```

A single independent eigenvector is not enough for simplicity. Take $S=1$ and

$$H=\begin{pmatrix}e&1\\0&e\end{pmatrix},$$

the matrix form of an exceptional point of two states. The first row of $Hx=ex$ reads $ex_1+x_2=ex_1$, so $x_2=0$ and every solution is a multiple of $c=(1,0)$. A left state is $d=(0,1)$, and $d^\dagger c=0$. The root is double, since $p(z)=(e-z)^2$.

```lean
/-- For a two-dimensional Jordan block with `S = 1`, all solutions at level `e` are multiples of
one right state, yet its overlap with a left state vanishes and `e` is not a simple root. -/
theorem jordan_block_overlap_zero (e : ℂ) :
    IsRightState !![e, 1; 0, e] 1 e ![1, 0] ∧ IsLeftState !![e, 1; 0, e] 1 e ![0, 1] ∧
    (∀ x, !![e, 1; 0, e] *ᵥ x = e • ((1 : Matrix (Fin 2) (Fin 2) ℂ) *ᵥ x) →
      ∃ t : ℂ, x = t • ![1, 0]) ∧
    star ![0, 1] ⬝ᵥ ((1 : Matrix (Fin 2) (Fin 2) ℂ) *ᵥ ![1, 0]) = 0 ∧
    (secularPoly !![e, 1; 0, e] 1).rootMultiplicity e ≠ 1 := by
  have hc : IsRightState !![e, 1; 0, e] 1 e ![1, 0] := by
    refine ⟨fun h => by simpa using congrFun h 0, ?_⟩
    funext i
    fin_cases i <;> simp [Matrix.mulVec, dotProduct, Fin.sum_univ_two]
  have hd : IsLeftState !![e, 1; 0, e] 1 e ![0, 1] := by
    refine ⟨fun h => by simpa using congrFun h 1, ?_⟩
    funext i
    fin_cases i <;> simp [Matrix.vecMul, dotProduct, Fin.sum_univ_two]
  have h0 : star ![0, 1] ⬝ᵥ ((1 : Matrix (Fin 2) (Fin 2) ℂ) *ᵥ ![1, 0]) = 0 := by
    rw [Matrix.one_mulVec]
    simp [dotProduct, Fin.sum_univ_two]
  refine ⟨hc, hd, fun x hx => ⟨x 0, ?_⟩, h0, fun hs => overlap_ne_zero hc hd hs h0⟩
  have h1 : x 1 = 0 := by
    have h := congrFun hx 0
    rw [Matrix.one_mulVec] at h
    simpa [Matrix.mulVec, dotProduct, Fin.sum_univ_two] using h
  funext i
  fin_cases i <;> simp [h1]

end

end SimplePencilLevel
```

Lean counts components from zero, so the step $x_2=0$ appears as `x 1 = 0`. That the root is not simple is obtained from `overlap_ne_zero`: a simple root would contradict the vanishing overlap.

```lean
#print axioms SimplePencilLevel.overlap_ne_zero
#print axioms SimplePencilLevel.simple_iff
#print axioms SimplePencilLevel.level_eq_rayleigh
#print axioms SimplePencilLevel.jordan_block_overlap_zero
```

```
'SimplePencilLevel.overlap_ne_zero' depends on axioms: [propext, Classical.choice, Quot.sound]
'SimplePencilLevel.simple_iff' depends on axioms: [propext, Classical.choice, Quot.sound]
'SimplePencilLevel.level_eq_rayleigh' depends on axioms: [propext, Classical.choice, Quot.sound]
'SimplePencilLevel.jordan_block_overlap_zero' depends on axioms: [propext, Classical.choice, Quot.sound]
```
